# The product of two Legendre polynomials is a Legendre sum with positive weights (2L+1)(a b L; 0 0 0)²

The Legendre polynomials are taken here as elements of ℚ[X], fixed by Bonnet's recurrence, with X standing for cos θ. Orthogonality and integrals are not used, and every coefficient is an exact rational number. For all natural numbers a and b, the Adams-Neumann linearisation reads

P_a P_b = Σ_(r=0..min(a,b)) c(a,b,r) P_(a+b−2r),

where the coefficients c(a,b,r), defined below, are positive and sum to 1. They are the weights with which angular momenta a and b, both with zero projection, couple to L = a+b−2r. The weight of L is (2L+1)(a b L; 0 0 0)², and the same squared 3j symbols are the angular factors of exchange between closed atomic subshells; only these zero-projection factors are treated here, without radial integrals.

```lean
import Mathlib

open Polynomial

namespace LegendreLinearisation

noncomputable section
```

## Polynomials, coefficients and 3j symbols

The recurrence starts from P_0 = 1 and P_1 = X:

(n+2) P_(n+2) = (2n+3) X P_(n+1) − (n+1) P_n.

In the code, `•` multiplies a polynomial by a rational number.

```lean
/-- Legendre polynomials over the rationals, defined by Bonnet's recurrence
`(n+2) P_(n+2) = (2n+3) X P_(n+1) - (n+1) P_n` from `P_0 = 1` and `P_1 = X`. -/
def legendreP : ℕ → ℚ[X]
  | 0 => 1
  | 1 => X
  | n + 2 => (1 / ((n : ℚ) + 2)) •
      ((2 * (n : ℚ) + 3) • (X * legendreP (n + 1)) - ((n : ℚ) + 1) • legendreP n)
```

The coefficients are built from the central binomial coefficients A(n) = C(2n,n).

```lean
/-- The central binomial coefficient `A(n) = C(2n,n)` as a rational number. -/
def A (n : ℕ) : ℚ := (Nat.centralBinom n : ℚ)
```

For r ≤ min(a,b), the coefficient is

c(a,b,r) = A(r) A(a−r) A(b−r) / A(a+b−r) · (2a+2b−4r+1)/(2a+2b−2r+1).

```lean
/-- The Adams-Neumann coefficient of `P_(a+b-2r)` in `P_a P_b`, for `r ≤ a` and `r ≤ b`. -/
def adamsCoeff (a b r : ℕ) : ℚ :=
  A r * A (a - r) * A (b - r) / A (a + b - r) *
    ((2 * (a : ℚ) + 2 * b - 4 * r + 1) / (2 * (a : ℚ) + 2 * b - 2 * r + 1))
```

The squared 3j symbol enters through its closed formula. Here c without arguments denotes a third angular momentum, not the coefficient c(a,b,r). With g = (a+b+c)/2,

(a b c; 0 0 0)² = (a+b−c)! (a+c−b)! (b+c−a)! / (a+b+c+1)! · [g! / ((g−a)! (g−b)! (g−c)!)]².

This is a definition, not a derivation from the coupling of angular momentum states. It is meant for triangles with an even perimeter; for an odd perimeter the true symbol vanishes, whereas the formula in `threeJSq` would round g down.

```lean
/-- The squared 3j symbol `(a b c; 0 0 0)²` in closed factorial form, for `a`, `b`, `c`
that satisfy the triangle inequalities and have an even sum. -/
def threeJSq (a b c : ℕ) : ℚ :=
  let g := (a + b + c) / 2
  ((a + b - c).factorial : ℚ) * ((a + c - b).factorial : ℚ) * ((b + c - a).factorial : ℚ) /
    ((a + b + c + 1).factorial : ℚ) *
    ((g.factorial : ℚ) /
      (((g - a).factorial : ℚ) * ((g - b).factorial : ℚ) * ((g - c).factorial : ℚ))) ^ 2
```

## A recursion for the coefficients

Since (n+1) A(n+1) = 2(2n+1) A(n), neighbouring values have the ratio

A(n+1)/A(n) = 2(2n+1)/(n+1).

```lean
/-- The numbers `A(n)` are positive, and `A(n+1) = 2(2n+1)/(n+1) A(n)`. -/
theorem A_step (n : ℕ) :
    0 < A n ∧ A (n + 1) = 2 * (2 * (n : ℚ) + 1) / ((n : ℚ) + 1) * A n := by
  have h : ((n : ℚ) + 1) * (Nat.centralBinom (n + 1) : ℚ)
      = 2 * (2 * (n : ℚ) + 1) * (Nat.centralBinom n : ℚ) := by
    exact_mod_cast Nat.succ_mul_centralBinom_succ n
  unfold A
  refine ⟨by exact_mod_cast Nat.centralBinom_pos n, ?_⟩
  rw [div_mul_eq_mul_div, eq_div_iff (by positivity)]
  linear_combination h
```

Set s = a−r, t = b−r and N = r+s+t = a+b−r. Then L = s+t, and the coefficient contains no subtraction:

c(a,b,r) = A(r) A(s) A(t) / A(N) · (2(s+t)+1)/(2N+1).

```lean
/-- The Adams-Neumann coefficient in the variables `s = a - r`, `t = b - r` and
`N = r + s + t`. -/
theorem adamsCoeff_eq (a b r s t N : ℕ) (ha : a = r + s) (hb : b = r + t)
    (hN : N = r + s + t) :
    adamsCoeff a b r = A r * A s * A t / A N *
      ((2 * ((s : ℚ) + t) + 1) / (2 * (N : ℚ) + 1)) := by
  subst ha hb hN
  unfold adamsCoeff
  rw [show r + s - r = s by omega, show r + t - r = t by omega,
    show r + s + (r + t) - r = r + s + t by omega]
  push_cast
  ring
```

Now let a = r+s and b = r+1+t. Bonnet's recurrence will require

(a+2) c(a+2,b,r+1) = (2a+3) [c(a+1,b,r+1) (s+t+1)/(2(s+t)+1) + c(a+1,b,r) (s+t+2)/(2(s+t)+5)] − (a+1) c(a,b,r).

To check it, put M = r+s+t+1 and use the ratio of the A's to express all four coefficients through A(r)A(s)A(t)/A(M). After division by this common factor and by 2/(2M+1), multiplication by (r+1)(s+1)(t+1)(2M+3) leaves

(r+s+2)(2r+1)(2s+1)(t+1)(M+1)(2s+2t+3)

= (2r+2s+3) [(2r+1)(s+1)(t+1)(2M+3)(s+t+1) + (r+1)(2s+1)(2t+1)(M+1)(s+t+2)]

− (r+s+1)(r+1)(s+1)(2t+1)(2M+3)(2s+2t+3).

Both sides expand to the same polynomial in r, s and t. In the proof, `field_simp` clears the denominators and `ring` compares the expansions.

```lean
/-- The four-term recursion in the first angular momentum that Bonnet's recurrence
requires of the Adams-Neumann coefficients. -/
theorem adamsCoeff_recursion (r s t : ℕ) :
    ((r : ℚ) + s + 2) * adamsCoeff (r + s + 2) (r + 1 + t) (r + 1) =
      (2 * ((r : ℚ) + s) + 3) *
        (adamsCoeff (r + s + 1) (r + 1 + t) (r + 1) *
            (((s : ℚ) + t + 1) / (2 * ((s : ℚ) + t) + 1)) +
          adamsCoeff (r + s + 1) (r + 1 + t) r *
            (((s : ℚ) + t + 2) / (2 * ((s : ℚ) + t + 2) + 1))) -
      ((r : ℚ) + s + 1) * adamsCoeff (r + s) (r + 1 + t) r := by
  rw [adamsCoeff_eq (r + s + 2) (r + 1 + t) (r + 1) (s + 1) t (r + s + t + 1 + 1)
      (by omega) (by omega) (by omega),
    adamsCoeff_eq (r + s + 1) (r + 1 + t) (r + 1) s t (r + s + t + 1)
      (by omega) (by omega) (by omega),
    adamsCoeff_eq (r + s + 1) (r + 1 + t) r (s + 1) (t + 1) (r + s + t + 1 + 1)
      (by omega) (by omega) (by omega),
    adamsCoeff_eq (r + s) (r + 1 + t) r s (t + 1) (r + s + t + 1)
      (by omega) (by omega) (by omega),
    (A_step (r + s + t + 1)).2, (A_step r).2, (A_step s).2, (A_step t).2]
  have hN := (A_step (r + s + t + 1)).1.ne'
  push_cast
  field_simp
  ring
```

## Multiplication by cos θ

For m ≥ 1, solving Bonnet's recurrence with n = m−1 for the middle term gives the dipole rule

X P_m = (m+1)/(2m+1) P_(m+1) + m/(2m+1) P_(m−1).

At m = 0 the rule reads X P_0 = P_1, which holds by the starting values. The second weight is then zero, so it does not matter that Lean reads the index 0−1 as 0.

```lean
/-- The dipole rule: multiplication by `X = cos θ` couples `P_m` only to its neighbours
`P_(m+1)` and `P_(m-1)`, the latter with weight zero when `m = 0`. -/
theorem X_mul_legendreP (m : ℕ) :
    X * legendreP m = (((m : ℚ) + 1) / (2 * (m : ℚ) + 1)) • legendreP (m + 1) +
      ((m : ℚ) / (2 * (m : ℚ) + 1)) • legendreP (m - 1) := by
  cases m with
  | zero => simp [legendreP]
  | succ m =>
    have hd : legendreP (m + 1 + 1) = (1 / ((m : ℚ) + 2)) •
        ((2 * (m : ℚ) + 3) • (X * legendreP (m + 1)) - ((m : ℚ) + 1) • legendreP m) := by
      rw [legendreP]
    rw [hd, Nat.add_sub_cancel]
    push_cast
    match_scalars <;> field_simp <;> ring
```

## Induction on the smaller angular momentum

Take a ≤ b. For a = 0, the only coefficient is c(0,b,0) = 1. For a = 1,

c(1,b,0) = (b+1)/(2b+1), c(1,b,1) = b/(2b+1),

which is the dipole rule for X P_b.

For the step to a+2 ≤ b, assume the expansions for a and a+1. Bonnet's recurrence gives

(a+2) P_(a+2) P_b = (2a+3) X P_(a+1) P_b − (a+1) P_a P_b.

Write Q_r = P_(a+2+b−2r). In X P_(a+1) P_b, the term with index r has m = a+1+b−2r. The dipole rule sends it to Q_r with coefficient u_r and to Q_(r+1) with coefficient v_r:

u_r = c(a+1,b,r) (m+1)/(2m+1), v_r = c(a+1,b,r) m/(2m+1).

The product P_a P_b contributes c(a,b,r) to Q_(r+1). For 0 ≤ r ≤ a, the coefficients of Q_(r+1) must therefore satisfy

(a+2) c(a+2,b,r+1) = (2a+3)(u_(r+1) + v_r) − (a+1) c(a,b,r),

which is the recursion already checked (`eI`). Each end of the sum receives a single contribution. At Q_0 the ratio of the A's gives

c(a+2,b,0) = c(a+1,b,0) · (2a+3)(a+b+2) / ((a+2)(2a+2b+3)),

so (a+2) c(a+2,b,0) = (2a+3) u_0 (`e0`). At Q_(a+2), with b = a+2+d,

c(a+2,b,a+2) = c(a+1,b,a+1) · (2a+3)(d+1) / ((a+2)(2d+3)),

so (a+2) c(a+2,b,a+2) = (2a+3) v_(a+1) (`eB`). The equality `key` assembles the three parts, and the nonzero factor a+2 is then cancelled.

```lean
/-- The Adams-Neumann expansion of `P_a P_b` for `a ≤ b`. -/
theorem legendreP_mul_of_le : ∀ a b : ℕ, a ≤ b → legendreP a * legendreP b =
    ∑ r ∈ Finset.range (a + 1), adamsCoeff a b r • legendreP (a + b - 2 * r)
  | 0, b, _ => by
    have hc : adamsCoeff 0 b 0 = 1 := by
      have h2 : 2 * (b : ℚ) + 1 ≠ 0 := by positivity
      rw [adamsCoeff_eq 0 b 0 0 b b (by omega) (by omega) (by omega),
        show A 0 = 1 by simp [A]]
      simp only [Nat.cast_zero, zero_add, one_mul]
      rw [div_self (A_step b).1.ne', div_self h2, one_mul]
    simp [legendreP, hc]
  | 1, b, h => by
    obtain ⟨t, rfl⟩ : ∃ t, b = t + 1 := ⟨b - 1, by omega⟩
    have hA0 : A 0 = 1 := by simp [A]
    have hA1 : A 1 = 2 := by simp [A, Nat.centralBinom]
    have hc0 : adamsCoeff 1 (t + 1) 0
        = (((t + 1 : ℕ) : ℚ) + 1) / (2 * ((t + 1 : ℕ) : ℚ) + 1) := by
      have := (A_step (t + 1)).1.ne'
      rw [adamsCoeff_eq 1 (t + 1) 0 1 (t + 1) (t + 1 + 1) (by omega) (by omega) (by omega),
        (A_step (t + 1)).2, hA0, hA1]
      push_cast
      field_simp
      ring
    have hc1 : adamsCoeff 1 (t + 1) 1
        = ((t + 1 : ℕ) : ℚ) / (2 * ((t + 1 : ℕ) : ℚ) + 1) := by
      have := (A_step t).1.ne'
      rw [adamsCoeff_eq 1 (t + 1) 1 0 t (t + 1) (by omega) (by omega) (by omega),
        (A_step t).2, hA0, hA1]
      push_cast
      field_simp
      ring
    rw [Finset.sum_range_succ, Finset.sum_range_one, hc0, hc1,
      show legendreP 1 = X by rw [legendreP], X_mul_legendreP,
      show 1 + (t + 1) - 2 * 0 = t + 1 + 1 by omega,
      show 1 + (t + 1) - 2 * 1 = t + 1 - 1 by omega]
  | a + 2, b, h => by
    have h1 := legendreP_mul_of_le (a + 1) b (by omega)
    have h0 := legendreP_mul_of_le a b (by omega)
    obtain ⟨Q, hQ⟩ : ∃ Q : ℕ → ℚ[X], ∀ r, Q r = legendreP (a + 2 + b - 2 * r) :=
      ⟨_, fun _ => rfl⟩
    obtain ⟨u, hu⟩ : ∃ u : ℕ → ℚ, ∀ r, u r = adamsCoeff (a + 1) b r *
        ((((a + 1 + b - 2 * r : ℕ) : ℚ) + 1) / (2 * ((a + 1 + b - 2 * r : ℕ) : ℚ) + 1)) :=
      ⟨_, fun _ => rfl⟩
    obtain ⟨v, hv⟩ : ∃ v : ℕ → ℚ, ∀ r, v r = adamsCoeff (a + 1) b r *
        (((a + 1 + b - 2 * r : ℕ) : ℚ) / (2 * ((a + 1 + b - 2 * r : ℕ) : ℚ) + 1)) :=
      ⟨_, fun _ => rfl⟩
    -- multiply the expansion of the previous product by X
    have hX : X * (legendreP (a + 1) * legendreP b) =
        ∑ r ∈ Finset.range (a + 1 + 1), u r • Q r +
          ∑ r ∈ Finset.range (a + 1 + 1), v r • Q (r + 1) := by
      rw [h1, Finset.mul_sum, ← Finset.sum_add_distrib]
      refine Finset.sum_congr rfl fun r hr => ?_
      have hr' := Finset.mem_range.mp hr
      rw [mul_smul_comm, X_mul_legendreP, hQ, hQ, hu, hv,
        show a + 2 + b - 2 * r = a + 1 + b - 2 * r + 1 by omega,
        show a + 2 + b - 2 * (r + 1) = a + 1 + b - 2 * r - 1 by omega,
        smul_add, smul_smul, smul_smul]
    have h0' : legendreP a * legendreP b =
        ∑ r ∈ Finset.range (a + 1), adamsCoeff a b r • Q (r + 1) := by
      rw [h0]
      refine Finset.sum_congr rfl fun r _ => ?_
      rw [hQ, show a + 2 + b - 2 * (r + 1) = a + b - 2 * r by omega]
    -- the two edge coefficients
    have e0 : ((a : ℚ) + 2) * adamsCoeff (a + 2) b 0 = (2 * (a : ℚ) + 3) * u 0 := by
      have := (A_step (a + 1 + b)).1.ne'
      rw [hu, adamsCoeff_eq (a + 2) b 0 (a + 1 + 1) b (a + 1 + b + 1)
          (by omega) (by omega) (by omega),
        adamsCoeff_eq (a + 1) b 0 (a + 1) b (a + 1 + b) (by omega) (by omega) (by omega),
        (A_step (a + 1)).2, (A_step (a + 1 + b)).2,
        show a + 1 + b - 2 * 0 = a + 1 + b by omega]
      push_cast
      field_simp
      ring
    have eB : ((a : ℚ) + 2) * adamsCoeff (a + 2) b (a + 1 + 1)
        = (2 * (a : ℚ) + 3) * v (a + 1) := by
      obtain ⟨d, hd⟩ : ∃ d, b = a + 2 + d := ⟨b - (a + 2), by omega⟩
      have := (A_step b).1.ne'
      rw [hv, adamsCoeff_eq (a + 2) b (a + 1 + 1) 0 d b (by omega) (by omega) (by omega),
        adamsCoeff_eq (a + 1) b (a + 1) 0 (d + 1) b (by omega) (by omega) (by omega),
        (A_step (a + 1)).2, (A_step d).2,
        show a + 1 + b - 2 * (a + 1) = d + 1 by omega]
      push_cast
      field_simp
      ring
    -- the interior coefficients
    have eI : ∀ r, r < a + 1 → ((a : ℚ) + 2) * adamsCoeff (a + 2) b (r + 1) =
        (2 * (a : ℚ) + 3) * (u (r + 1) + v r) - ((a : ℚ) + 1) * adamsCoeff a b r := by
      intro r hr
      rw [hu, hv]
      obtain ⟨s, hs⟩ : ∃ s, a = r + s := ⟨a - r, by omega⟩
      obtain ⟨t, ht⟩ : ∃ t, b = r + 1 + t := ⟨b - (r + 1), by omega⟩
      rw [show a + 1 + b - 2 * (r + 1) = s + t by omega,
        show a + 1 + b - 2 * r = s + t + 2 by omega, hs, ht]
      have := adamsCoeff_recursion r s t
      push_cast
      linear_combination this
    have hmid : ((a : ℚ) + 2) •
        ∑ r ∈ Finset.range (a + 1), adamsCoeff (a + 2) b (r + 1) • Q (r + 1) =
        (2 * (a : ℚ) + 3) • (∑ r ∈ Finset.range (a + 1), u (r + 1) • Q (r + 1) +
          ∑ r ∈ Finset.range (a + 1), v r • Q (r + 1)) -
        ((a : ℚ) + 1) • ∑ r ∈ Finset.range (a + 1), adamsCoeff a b r • Q (r + 1) := by
      rw [← Finset.sum_add_distrib, Finset.smul_sum, Finset.smul_sum, Finset.smul_sum,
        ← Finset.sum_sub_distrib]
      refine Finset.sum_congr rfl fun r hr => ?_
      rw [smul_smul, eI r (Finset.mem_range.mp hr)]
      module
    have hne : (a : ℚ) + 2 ≠ 0 := by positivity
    have hrec : ((a : ℚ) + 2) • legendreP (a + 2) =
        (2 * (a : ℚ) + 3) • (X * legendreP (a + 1)) - ((a : ℚ) + 1) • legendreP a := by
      rw [legendreP, smul_smul, mul_one_div_cancel hne, one_smul]
    -- assemble with Bonnet's recurrence and cancel the factor a + 2
    have key : ((a : ℚ) + 2) • (legendreP (a + 2) * legendreP b) = ((a : ℚ) + 2) •
        ∑ r ∈ Finset.range (a + 1 + 1 + 1), adamsCoeff (a + 2) b r • Q r := by
      rw [Finset.sum_range_succ', Finset.sum_range_succ, smul_add, smul_add,
        smul_smul, smul_smul, eB, e0, hmid,
        ← smul_mul_assoc, hrec, sub_mul, smul_mul_assoc, smul_mul_assoc, mul_assoc,
        hX, h0', Finset.sum_range_succ' (fun r => u r • Q r) (a + 1),
        Finset.sum_range_succ (fun r => v r • Q (r + 1)) (a + 1)]
      module
    have hfin := smul_right_injective ℚ[X] hne key
    simp only [hQ] at hfin
    exact hfin
```

The formula for c(a,b,r) is symmetric in a and b, and so is the product of polynomials. Exchanging the two labels covers b ≤ a. In the theorem, `Finset.range (min a b + 1)` is the set r = 0, …, min(a,b).

```lean
/-- The Adams-Neumann linearisation: `P_a P_b` is the sum over `r = 0..min(a,b)` of
`adamsCoeff a b r` times `P_(a+b-2r)`. -/
theorem adams_neumann (a b : ℕ) : legendreP a * legendreP b =
    ∑ r ∈ Finset.range (min a b + 1), adamsCoeff a b r • legendreP (a + b - 2 * r) := by
  rcases le_total a b with h | h
  · rw [min_eq_left h, legendreP_mul_of_le a b h]
  · rw [min_eq_right h, mul_comm, legendreP_mul_of_le b a h]
    refine Finset.sum_congr rfl fun r _ => ?_
    -- the coefficient is symmetric in the two angular momenta
    have hsymm : adamsCoeff b a r = adamsCoeff a b r := by
      unfold adamsCoeff
      rw [Nat.add_comm b a]
      ring
    rw [hsymm, Nat.add_comm b a]
```

## Positive weights with unit sum

At X = 1, which is θ = 0, both starting polynomials equal 1. If P_n(1) = P_(n+1)(1) = 1, the recurrence gives

P_(n+2)(1) = [(2n+3) − (n+1)]/(n+2) = 1.

```lean
/-- Every Legendre polynomial equals one in the forward direction `X = 1`. -/
theorem legendreP_eval_one : ∀ n : ℕ, (legendreP n).eval 1 = 1
  | 0 => by simp [legendreP]
  | 1 => by simp [legendreP]
  | n + 2 => by
    rw [legendreP]
    simp only [eval_smul, eval_sub, eval_mul, eval_X, legendreP_eval_one (n + 1),
      legendreP_eval_one n, smul_eq_mul]
    field_simp
    ring
```

Every factor in the subtraction-free form of c(a,b,r) is positive, hence so is the coefficient. Evaluating the linearisation at X = 1 gives

1 = Σ_(r=0..min(a,b)) c(a,b,r).

```lean
/-- The Adams-Neumann coefficients with `r ≤ min(a,b)` are positive and sum to one. -/
theorem adamsCoeff_pos_and_sum (a b : ℕ) :
    (∀ r ≤ min a b, 0 < adamsCoeff a b r) ∧
      ∑ r ∈ Finset.range (min a b + 1), adamsCoeff a b r = 1 := by
  constructor
  · intro r hr
    rw [adamsCoeff_eq a b r (a - r) (b - r) (r + (a - r) + (b - r))
      (by omega) (by omega) rfl]
    exact mul_pos (div_pos (mul_pos (mul_pos (A_step _).1 (A_step _).1) (A_step _).1)
      (A_step _).1) (by positivity)
  · -- evaluate the linearisation at X = 1
    have h := congrArg (eval 1) (adams_neumann a b)
    simp only [eval_mul, eval_finsetSum, eval_smul, legendreP_eval_one, smul_eq_mul,
      mul_one] at h
    exact h.symm
```

## The coefficients as squared 3j symbols

With a = r+s, b = r+t and L = s+t, half the perimeter is g = N. The three triangle differences are 2r, 2s and 2t, while g−a, g−b and g−L are t, s and r. Inserting A(n) = (2n)!/(n!)² gives

(a b L; 0 0 0)² = (2r)! (2s)! (2t)! / (2N+1)! · [N!/(r! s! t!)]²

= A(r) A(s) A(t) / (A(N) (2N+1)).

Multiplication by 2L+1 = 2(s+t)+1 yields

c(a,b,r) = (2L+1) (a b L; 0 0 0)².

The unit sum of the coefficients is thus the normalisation of the squared 3j symbols over L, for zero projections.

```lean
/-- For `r ≤ a` and `r ≤ b`, the coefficient of `P_L` with `L = a+b-2r` is `2L+1` times
the squared 3j symbol `(a b L; 0 0 0)²`. -/
theorem adamsCoeff_eq_threeJSq (a b r : ℕ) (ha : r ≤ a) (hb : r ≤ b) :
    adamsCoeff a b r =
      (2 * ((a + b - 2 * r : ℕ) : ℚ) + 1) * threeJSq a b (a + b - 2 * r) := by
  obtain ⟨s, rfl⟩ := Nat.exists_eq_add_of_le ha
  obtain ⟨t, rfl⟩ := Nat.exists_eq_add_of_le hb
  have hA : ∀ n : ℕ, A n = ((2 * n).factorial : ℚ) / (n.factorial : ℚ) ^ 2 := by
    intro n
    have h := Nat.choose_mul_factorial_mul_factorial (show n ≤ 2 * n by omega)
    rw [show 2 * n - n = n by omega] at h
    have h' : ((2 * n).choose n : ℚ) * (n.factorial : ℚ) * (n.factorial : ℚ)
        = ((2 * n).factorial : ℚ) := by exact_mod_cast h
    rw [eq_div_iff (by positivity), ← h']
    simp only [A, Nat.centralBinom]
    ring
  rw [adamsCoeff_eq (r + s) (r + t) r s t (r + s + t) rfl rfl rfl,
    show r + s + (r + t) - 2 * r = s + t by omega]
  simp only [threeJSq]
  rw [show (r + s + (r + t) + (s + t)) / 2 = r + s + t by omega,
    show r + s + (r + t) - (s + t) = 2 * r by omega,
    show r + s + (s + t) - (r + t) = 2 * s by omega,
    show r + t + (s + t) - (r + s) = 2 * t by omega,
    show r + s + (r + t) + (s + t) + 1 = 2 * (r + s + t) + 1 by omega,
    show r + s + t - (r + s) = t by omega, show r + s + t - (r + t) = s by omega,
    show r + s + t - (s + t) = r by omega,
    Nat.factorial_succ, hA r, hA s, hA t, hA (r + s + t)]
  push_cast
  field_simp

end

end LegendreLinearisation
```

```lean
#print axioms LegendreLinearisation.adamsCoeff_pos_and_sum
-- 'LegendreLinearisation.adamsCoeff_pos_and_sum' depends on axioms: [propext, Classical.choice, Quot.sound]
#print axioms LegendreLinearisation.adamsCoeff_eq_threeJSq
-- 'LegendreLinearisation.adamsCoeff_eq_threeJSq' depends on axioms: [propext, Classical.choice, Quot.sound]
```
